# Two merging normalised one-dimensional Gaussians of equal exponent a at separation d: the small overlap eigenvalue vanishes as a d²/2, and the normalised difference tends to a p function

## What is lost when two s functions nearly coincide?

Let g(x) = (2a/π)^(1/4) exp(−a x²) with a > 0, and place copies of it at d/2 and −d/2. I believe their overlap is exp(−a d²/2), that the small eigenvalue of the overlap matrix divided by d² tends to a/2, and that the normalised difference, the copy at d/2 minus the copy at −d/2, has overlap tending to 1 with p(x) = 2√a x g(x) as d decreases to 0. Can this be made rigorous and checked by machine?

## From the product rule to the p function

Write g_c(x) = g(x − c) and ⟨f, h⟩ = ∫ f(x) h(x) dx for real functions on the line. With m = (c + c′)/2, completing the square gives

(x − c)² + (x − c′)² = 2(x − m)² + (c − c′)²/2,

and hence

g_c(x) g_c′(x) = exp(−a(c − c′)²/2) ρ_m(x), where ρ_m(x) = √(2a/π) exp(−2a(x − m)²).

The density ρ_m has total weight 1 and mean m. Therefore

⟨g_c, g_c′⟩ = exp(−a(c − c′)²/2)

⟨g_c, p⟩ = 2√a exp(−a c²/2) · c/2 = √a c exp(−a c²/2).

For the norm of p, integrate (x ρ₀)′ = ρ₀ − 4a x² ρ₀ over the line. The left side gives 0, so

⟨p, p⟩ = 4a ∫ x² ρ₀(x) dx = 1.

Let S = exp(−a d²/2) be the overlap of the two copies. The overlap matrix has diagonal entries 1 and off-diagonal entries S. Adding and subtracting the two rows of its eigenvalue equation gives

(1 + S − μ)(v₀ + v₁) = 0 and (1 − S − μ)(v₀ − v₁) = 0.

A nonzero v requires μ = 1 + S or μ = 1 − S. Both occur, with normalised eigenvectors (1, 1)/√2 and (1, −1)/√2.

Put t = a d²/2. From exp(t) ≥ 1 + t and exp(−t) ≥ 1 − t it follows that t exp(−t) ≤ 1 − exp(−t) ≤ t. Dividing by d² gives

(a/2) S ≤ (1 − S)/d² ≤ a/2,

and both bounds tend to a/2.

The difference D = g_(d/2) − g_(−d/2) has ⟨D, D⟩ = 2(1 − S) and ⟨D, p⟩ = √a d exp(−a d²/8). For u = D/√⟨D, D⟩ and d > 0,

⟨u, p⟩ = √a exp(−a d²/8) / √(2(1 − S)/d²) → √a/√a = 1.

Since u and p are normalised, ⟨u − p, u − p⟩ = 2 − 2⟨u, p⟩ → 0.

In the Lean file, `gauss a c` is g_c, `pGauss a` is p, `cloud a m` is ρ_m, `diffG a d` is D and `normDiff a d` is u. `overlap` is the Lebesgue integral of a product, and `overlapMatrix` is built from such integrals. `overlapMatrix_eigenvalue_iff` says, for every real d, that μ has a nonzero eigenvector exactly when it is 1 minus or 1 plus the overlap. The filter `𝓝[>] 0` means that d approaches 0 through positive values. `normDiff_tendsto_p` states both the overlap limit and the vanishing squared distance.

The model has one dimension, two functions and equal exponents; convergence rates for u and rounding errors are not treated. Within it, when a d² is small, discarding the small-eigenvalue combination from the two-function basis removes nearly a p function.

```lean
import Mathlib

open MeasureTheory Filter
open scoped Real Topology

namespace GaussianLinearDependence

noncomputable section

/-- The normalised one-dimensional Gaussian with exponent `a` centred at `c`. -/
def gauss (a c x : ℝ) : ℝ := (2 * a / π) ^ (1 / 4 : ℝ) * Real.exp (-a * (x - c) ^ 2)

/-- The p function `2 √a x g(x)` at the origin. -/
def pGauss (a x : ℝ) : ℝ := 2 * √a * x * gauss a 0 x

/-- The overlap integral of two real orbitals. -/
def overlap (f h : ℝ → ℝ) : ℝ := ∫ x, f x * h x

/-- The Gaussian density with exponent `2a` centred at `m`. -/
def cloud (a m x : ℝ) : ℝ := √(2 * a / π) * Real.exp (-(2 * a) * (x - m) ^ 2)

/-- The difference of the copies centred at `d/2` and `-d/2`. -/
def diffG (a d x : ℝ) : ℝ := gauss a (d / 2) x - gauss a (-d / 2) x

/-- The difference of the two copies divided by its norm. -/
def normDiff (a d x : ℝ) : ℝ := (√(overlap (diffG a d) (diffG a d)))⁻¹ * diffG a d x

/-- The overlap matrix of the copies centred at `d/2` and `-d/2`. -/
def overlapMatrix (a d : ℝ) : Matrix (Fin 2) (Fin 2) ℝ :=
  !![overlap (gauss a (d / 2)) (gauss a (d / 2)), overlap (gauss a (d / 2)) (gauss a (-d / 2));
     overlap (gauss a (-d / 2)) (gauss a (d / 2)), overlap (gauss a (-d / 2)) (gauss a (-d / 2))]

/-- Gaussian product rule: the product of two copies is a constant times a density at the
midpoint of their centres. -/
theorem gauss_mul {a : ℝ} (ha : 0 < a) (c c' x : ℝ) :
    gauss a c x * gauss a c' x
      = Real.exp (-a * (c - c') ^ 2 / 2) * cloud a ((c + c') / 2) x := by
  have hN : (2 * a / π) ^ (1 / 4 : ℝ) * (2 * a / π) ^ (1 / 4 : ℝ) = √(2 * a / π) := by
    rw [← Real.rpow_add (by positivity), Real.sqrt_eq_rpow]; norm_num
  have hE : Real.exp (-a * (x - c) ^ 2) * Real.exp (-a * (x - c') ^ 2)
      = Real.exp (-a * (c - c') ^ 2 / 2) * Real.exp (-(2 * a) * (x - (c + c') / 2) ^ 2) := by
    rw [← Real.exp_add, ← Real.exp_add]; congr 1; ring
  unfold gauss cloud
  linear_combination (Real.exp (-a * (x - c) ^ 2) * Real.exp (-a * (x - c') ^ 2)) * hN
    + √(2 * a / π) * hE

/-- The density at `m` is integrable with total weight 1, and its mean position is `m`. -/
theorem cloud_moments {a : ℝ} (ha : 0 < a) (m : ℝ) :
    (Integrable (cloud a m) ∧ ∫ x, cloud a m x = 1) ∧
    (Integrable (fun x => x * cloud a m x) ∧ ∫ x, x * cloud a m x = m) := by
  have hb : 0 < 2 * a := by positivity
  have hC : √(2 * a / π) * √(π / (2 * a)) = 1 := by
    have h : 2 * a / π * (π / (2 * a)) = 1 := by field_simp
    rw [← Real.sqrt_mul (by positivity), h, Real.sqrt_one]
  have e0 : Integrable (cloud a m) :=
    ((integrable_exp_neg_mul_sq hb).comp_sub_right m).const_mul (√(2 * a / π))
  have v0 : ∫ x, cloud a m x = 1 := by
    have h : ∫ x : ℝ, Real.exp (-(2 * a) * (x - m) ^ 2) = √(π / (2 * a)) :=
      (integral_sub_right_eq_self (fun x : ℝ => Real.exp (-(2 * a) * x ^ 2)) m).trans
        (integral_gaussian (2 * a))
    simp only [cloud]
    rw [integral_const_mul, h, hC]
  -- the first moment about the centre vanishes by parity
  have odd : ∫ y : ℝ, y * Real.exp (-(2 * a) * y ^ 2) = 0 := by
    have h : ∫ y : ℝ, (-y) * Real.exp (-(2 * a) * (-y) ^ 2)
        = ∫ y : ℝ, y * Real.exp (-(2 * a) * y ^ 2) :=
      integral_neg_eq_self (fun y : ℝ => y * Real.exp (-(2 * a) * y ^ 2)) volume
    have h' : ∫ y : ℝ, (-y) * Real.exp (-(2 * a) * (-y) ^ 2)
        = -∫ y : ℝ, y * Real.exp (-(2 * a) * y ^ 2) := by
      rw [← integral_neg]
      congr 1
      funext y
      rw [neg_sq]
      ring
    linarith
  have h1 : ∫ x : ℝ, (x - m) * Real.exp (-(2 * a) * (x - m) ^ 2) = 0 :=
    (integral_sub_right_eq_self (fun y : ℝ => y * Real.exp (-(2 * a) * y ^ 2)) m).trans odd
  have hs : (fun x => x * cloud a m x) = fun x =>
      √(2 * a / π) * ((x - m) * Real.exp (-(2 * a) * (x - m) ^ 2)) + m * cloud a m x := by
    funext x; simp only [cloud]; ring
  have j1 : Integrable (fun x : ℝ =>
      √(2 * a / π) * ((x - m) * Real.exp (-(2 * a) * (x - m) ^ 2))) :=
    ((integrable_mul_exp_neg_mul_sq hb).comp_sub_right m).const_mul _
  refine ⟨⟨e0, v0⟩, ?_, ?_⟩
  · rw [hs]; exact j1.add (e0.const_mul m)
  · rw [hs, integral_add j1 (e0.const_mul m), integral_const_mul, integral_const_mul, h1, v0]
    ring

/-- Copies centred at `c` and `c'` have an integrable product and overlap
`exp(-a (c - c')² / 2)`. -/
theorem overlap_gauss {a : ℝ} (ha : 0 < a) (c c' : ℝ) :
    Integrable (fun x => gauss a c x * gauss a c' x) ∧
    overlap (gauss a c) (gauss a c') = Real.exp (-a * (c - c') ^ 2 / 2) := by
  obtain ⟨⟨i, v⟩, -⟩ := cloud_moments ha ((c + c') / 2)
  unfold overlap
  rw [funext (gauss_mul ha c c')]
  exact ⟨i.const_mul _, by rw [integral_const_mul, v, mul_one]⟩

/-- A copy centred at `c` has an integrable product with the p function and overlap
`√a c exp(-a c² / 2)` with it. -/
theorem overlap_gauss_p {a : ℝ} (ha : 0 < a) (c : ℝ) :
    Integrable (fun x => gauss a c x * pGauss a x) ∧
    overlap (gauss a c) (pGauss a) = √a * c * Real.exp (-a * c ^ 2 / 2) := by
  obtain ⟨-, i, v⟩ := cloud_moments ha ((c + 0) / 2)
  have h : (fun x => gauss a c x * pGauss a x) = fun x =>
      (2 * √a * Real.exp (-a * (c - 0) ^ 2 / 2)) * (x * cloud a ((c + 0) / 2) x) := by
    funext x
    unfold pGauss
    linear_combination (2 * √a * x) * gauss_mul ha c 0 x
  unfold overlap
  rw [h]
  exact ⟨i.const_mul _, by rw [integral_const_mul, v, sub_zero, add_zero]; ring⟩

/-- The p function is square-integrable and normalised. -/
theorem overlap_p_p {a : ℝ} (ha : 0 < a) :
    Integrable (fun x => pGauss a x * pGauss a x) ∧ overlap (pGauss a) (pGauss a) = 1 := by
  obtain ⟨⟨j0, v0⟩, j1, -⟩ := cloud_moments ha 0
  have i2 : Integrable (fun x => x ^ 2 * cloud a 0 x) := by
    have h := (integrable_rpow_mul_exp_neg_mul_sq (b := 2 * a) (by positivity)
      (s := 2) (by norm_num)).const_mul (√(2 * a / π))
    refine h.congr (Eventually.of_forall fun x => ?_)
    simp only [cloud, Real.rpow_two, sub_zero]; ring
  have hd : ∀ x, HasDerivAt (fun x => x * cloud a 0 x)
      (cloud a 0 x - 4 * a * (x ^ 2 * cloud a 0 x)) x := by
    intro x
    have h1 : HasDerivAt (fun y : ℝ => -(2 * a) * y ^ 2) (-(2 * a) * (2 * x)) x :=
      ((hasDerivAt_pow 2 x).const_mul (-(2 * a))).congr_deriv (by norm_num)
    have h2 := (hasDerivAt_id' x).fun_mul (h1.exp.const_mul (√(2 * a / π)))
    simp only [cloud, sub_zero]
    exact h2.congr_deriv (by ring)
  -- the integral of a total derivative vanishes, which fixes the second moment
  have h : ∫ x, (cloud a 0 x - 4 * a * (x ^ 2 * cloud a 0 x)) = 0 :=
    integral_eq_zero_of_hasDerivAt_of_integrable hd (j0.sub (i2.const_mul (4 * a))) j1
  rw [integral_sub j0 (i2.const_mul (4 * a)), integral_const_mul, v0] at h
  have hp : (fun x => pGauss a x * pGauss a x) = fun x => 4 * a * (x ^ 2 * cloud a 0 x) := by
    funext x
    have hg := gauss_mul ha 0 0 x
    rw [show ((0 : ℝ) + 0) / 2 = 0 by norm_num, show -a * ((0 : ℝ) - 0) ^ 2 / 2 = 0 by ring,
      Real.exp_zero, one_mul] at hg
    unfold pGauss
    linear_combination (4 * a * x ^ 2) * hg
      + 4 * x ^ 2 * gauss a 0 x * gauss a 0 x * Real.mul_self_sqrt ha.le
  unfold overlap
  rw [hp]
  exact ⟨i2.const_mul _, by rw [integral_const_mul]; linarith⟩

/-- The squared norm of a difference of two orbitals, expanded in overlaps. -/
theorem overlap_sub_self {f h : ℝ → ℝ} (hff : Integrable (fun x => f x * f x))
    (hfh : Integrable (fun x => f x * h x)) (hhh : Integrable (fun x => h x * h x)) :
    Integrable (fun x => (f x - h x) * (f x - h x)) ∧
    overlap (fun x => f x - h x) (fun x => f x - h x)
      = overlap f f - 2 * overlap f h + overlap h h := by
  have e : (fun x => (f x - h x) * (f x - h x))
      = fun x => (f x * f x - 2 * (f x * h x)) + h x * h x := by funext x; ring
  have i : Integrable (fun x => f x * f x - 2 * (f x * h x)) := hff.sub (hfh.const_mul 2)
  simp only [overlap]
  rw [e]
  exact ⟨i.add hhh, by
    rw [integral_add i hhh, integral_sub hff (hfh.const_mul 2), integral_const_mul]⟩

/-- The eigenvalues of the overlap matrix are 1 minus and 1 plus the overlap of the copies. -/
theorem overlapMatrix_eigenvalue_iff {a : ℝ} (ha : 0 < a) (d μ : ℝ) :
    (∃ v : Fin 2 → ℝ, v ≠ 0 ∧ (overlapMatrix a d).mulVec v = μ • v) ↔
      μ = 1 - overlap (gauss a (d / 2)) (gauss a (-d / 2)) ∨
      μ = 1 + overlap (gauss a (d / 2)) (gauss a (-d / 2)) := by
  have hn : ∀ c, overlap (gauss a c) (gauss a c) = 1 := fun c => by
    rw [(overlap_gauss ha c c).2, sub_self]; simp
  have hc : overlap (gauss a (-d / 2)) (gauss a (d / 2))
      = overlap (gauss a (d / 2)) (gauss a (-d / 2)) := by
    unfold overlap; congr 1; funext x; exact mul_comm _ _
  unfold overlapMatrix
  rw [hn, hn, hc]
  generalize overlap (gauss a (d / 2)) (gauss a (-d / 2)) = s
  constructor
  · rintro ⟨v, hv, h⟩
    have h0 := congrFun h 0
    have h1 := congrFun h 1
    simp [Matrix.mulVec, dotProduct, Fin.sum_univ_two] at h0 h1
    by_contra hcon
    obtain ⟨hm, hp⟩ := not_or.mp hcon
    -- the even and odd combinations decouple
    have hs : v 0 + v 1 = 0 := by
      have h2 : (1 + s - μ) * (v 0 + v 1) = 0 := by linear_combination h0 + h1
      exact (mul_eq_zero.mp h2).resolve_left (fun h => hp (by linarith))
    have ht : v 0 - v 1 = 0 := by
      have h2 : (1 - s - μ) * (v 0 - v 1) = 0 := by linear_combination h0 - h1
      exact (mul_eq_zero.mp h2).resolve_left (fun h => hm (by linarith))
    exact hv (funext (Fin.forall_fin_two.mpr
      ⟨by show v 0 = 0; linarith, by show v 1 = 0; linarith⟩))
  · rintro (rfl | rfl)
    · refine ⟨![1, -1], fun h => by simpa using congrFun h 0, ?_⟩
      ext i; fin_cases i <;> simp [Matrix.mulVec, dotProduct, Fin.sum_univ_two] <;> ring
    · refine ⟨![1, 1], fun h => by simpa using congrFun h 0, ?_⟩
      ext i; fin_cases i <;> simp [Matrix.mulVec, dotProduct, Fin.sum_univ_two, add_comm]

/-- One minus the overlap of the copies, divided by `d²`, tends to `a/2` as `d` decreases to 0. -/
theorem small_eigenvalue_limit {a : ℝ} (ha : 0 < a) :
    Tendsto (fun d : ℝ => (1 - overlap (gauss a (d / 2)) (gauss a (-d / 2))) / d ^ 2)
      (𝓝[>] 0) (𝓝 (a / 2)) := by
  have hE : ∀ d : ℝ, overlap (gauss a (d / 2)) (gauss a (-d / 2))
      = Real.exp (-a * d ^ 2 / 2) := fun d => by
    rw [(overlap_gauss ha _ _).2]; congr 1; ring
  simp only [hE]
  have hc : Tendsto (fun d : ℝ => a / 2 * Real.exp (-a * d ^ 2 / 2)) (𝓝[>] 0) (𝓝 (a / 2)) := by
    have h : Continuous fun d : ℝ => a / 2 * Real.exp (-a * d ^ 2 / 2) := by fun_prop
    simpa using (h.tendsto 0).mono_left nhdsWithin_le_nhds
  -- squeeze between a/2 times the overlap and a/2
  refine tendsto_of_tendsto_of_tendsto_of_le_of_le' hc tendsto_const_nhds ?_ ?_
  · filter_upwards [self_mem_nhdsWithin] with d hd
    have hd : 0 < d := hd
    rw [le_div_iff₀ (by positivity)]
    have he : Real.exp (-a * d ^ 2 / 2) * Real.exp (a * d ^ 2 / 2) = 1 := by
      rw [← Real.exp_add, show -a * d ^ 2 / 2 + a * d ^ 2 / 2 = 0 by ring, Real.exp_zero]
    nlinarith [mul_le_mul_of_nonneg_left (Real.add_one_le_exp (a * d ^ 2 / 2))
      (Real.exp_pos (-a * d ^ 2 / 2)).le]
  · filter_upwards [self_mem_nhdsWithin] with d hd
    have hd : 0 < d := hd
    rw [div_le_iff₀ (by positivity)]
    nlinarith [Real.add_one_le_exp (-a * d ^ 2 / 2)]

/-- At separation `d > 0`: the overlap of the normalised difference with the p function in closed
form, and their squared distance in terms of that overlap. -/
theorem normDiff_overlap {a d : ℝ} (ha : 0 < a) (hd : 0 < d) :
    overlap (normDiff a d) (pGauss a)
      = √a * d * Real.exp (-a * d ^ 2 / 8) / √(2 * (1 - Real.exp (-a * d ^ 2 / 2))) ∧
    overlap (fun x => normDiff a d x - pGauss a x) (fun x => normDiff a d x - pGauss a x)
      = 2 - 2 * overlap (normDiff a d) (pGauss a) := by
  obtain ⟨i1, v1⟩ := overlap_gauss ha (d / 2) (d / 2)
  obtain ⟨i2, v2⟩ := overlap_gauss ha (d / 2) (-d / 2)
  obtain ⟨i3, v3⟩ := overlap_gauss ha (-d / 2) (-d / 2)
  obtain ⟨ip, vp⟩ := overlap_gauss_p ha (d / 2)
  obtain ⟨im, vm⟩ := overlap_gauss_p ha (-d / 2)
  obtain ⟨ipp, vpp⟩ := overlap_p_p ha
  have iD : Integrable (fun x => diffG a d x * diffG a d x) := (overlap_sub_self i1 i2 i3).1
  have vD : overlap (diffG a d) (diffG a d) = 2 * (1 - Real.exp (-a * d ^ 2 / 2)) := by
    refine (overlap_sub_self i1 i2 i3).2.trans ?_
    rw [v1, v2, v3, show -a * (d / 2 - d / 2) ^ 2 / 2 = 0 by ring,
      show -a * (-d / 2 - -d / 2) ^ 2 / 2 = 0 by ring,
      show -a * (d / 2 - -d / 2) ^ 2 / 2 = -a * d ^ 2 / 2 by ring, Real.exp_zero]
    ring
  have hpos : 0 < overlap (diffG a d) (diffG a d) := by
    have h : 0 < a * d ^ 2 := by positivity
    have h' : Real.exp (-a * d ^ 2 / 2) < 1 := Real.exp_lt_one_iff.mpr (by linarith)
    rw [vD]; linarith
  obtain ⟨n, hn⟩ : ∃ n, n = √(overlap (diffG a d) (diffG a d)) := ⟨_, rfl⟩
  have hn0 : n ≠ 0 := by rw [hn]; exact (Real.sqrt_pos.mpr hpos).ne'
  have hnn : ∫ x, diffG a d x * diffG a d x = n * n := by
    rw [hn, Real.mul_self_sqrt hpos.le]; rfl
  have hu : ∀ x, normDiff a d x = n⁻¹ * diffG a d x := fun x => by rw [hn]; rfl
  have euu : (fun x => normDiff a d x * normDiff a d x)
      = fun x => (n⁻¹ * n⁻¹) * (diffG a d x * diffG a d x) := by
    funext x; rw [hu]; ring
  have eup : (fun x => normDiff a d x * pGauss a x) = fun x =>
      n⁻¹ * (gauss a (d / 2) x * pGauss a x - gauss a (-d / 2) x * pGauss a x) := by
    funext x; rw [hu]; unfold diffG; ring
  have iuu : Integrable (fun x => normDiff a d x * normDiff a d x) := by
    rw [euu]; exact iD.const_mul _
  have iup : Integrable (fun x => normDiff a d x * pGauss a x) := by
    rw [eup]; exact (ip.sub im).const_mul _
  have vuu : overlap (normDiff a d) (normDiff a d) = 1 := by
    unfold overlap
    rw [euu, integral_const_mul, hnn]
    field_simp
  constructor
  · unfold overlap at vp vm ⊢
    rw [eup, integral_const_mul, integral_sub ip im, vp, vm, ← vD, ← hn,
      show -a * (d / 2) ^ 2 / 2 = -a * d ^ 2 / 8 by ring,
      show -a * (-d / 2) ^ 2 / 2 = -a * d ^ 2 / 8 by ring]
    ring
  · rw [(overlap_sub_self iuu iup ipp).2, vuu, vpp]; ring

/-- As `d` decreases to 0, the normalised difference of the two copies has overlap tending to 1
with the p function, and its squared distance from the p function tends to 0. -/
theorem normDiff_tendsto_p {a : ℝ} (ha : 0 < a) :
    Tendsto (fun d => overlap (normDiff a d) (pGauss a)) (𝓝[>] 0) (𝓝 1) ∧
    Tendsto (fun d => overlap (fun x => normDiff a d x - pGauss a x)
      (fun x => normDiff a d x - pGauss a x)) (𝓝[>] 0) (𝓝 0) := by
  have hq : Tendsto (fun d : ℝ =>
      √(2 * ((1 - overlap (gauss a (d / 2)) (gauss a (-d / 2))) / d ^ 2)))
      (𝓝[>] 0) (𝓝 (√a)) := by
    have h := (small_eigenvalue_limit ha).const_mul 2
    rw [show 2 * (a / 2) = a by ring] at h
    exact (Real.continuous_sqrt.tendsto a).comp h
  have he : Tendsto (fun d : ℝ => √a * Real.exp (-a * d ^ 2 / 8)) (𝓝[>] 0) (𝓝 (√a)) := by
    have h : Continuous fun d : ℝ => √a * Real.exp (-a * d ^ 2 / 8) := by fun_prop
    simpa using (h.tendsto 0).mono_left nhdsWithin_le_nhds
  have ha' : √a ≠ 0 := (Real.sqrt_pos.mpr ha).ne'
  have hlim : Tendsto (fun d : ℝ => √a * Real.exp (-a * d ^ 2 / 8) /
      √(2 * ((1 - overlap (gauss a (d / 2)) (gauss a (-d / 2))) / d ^ 2)))
      (𝓝[>] 0) (𝓝 1) := by
    have h := he.div hq ha'
    rw [div_self ha'] at h
    exact h
  have h1 : Tendsto (fun d => overlap (normDiff a d) (pGauss a)) (𝓝[>] 0) (𝓝 1) := by
    refine hlim.congr' ?_
    filter_upwards [self_mem_nhdsWithin] with d hd
    have hd : 0 < d := hd
    have hE : overlap (gauss a (d / 2)) (gauss a (-d / 2)) = Real.exp (-a * d ^ 2 / 2) := by
      rw [(overlap_gauss ha _ _).2]; congr 1; ring
    -- a factor d cancels between the overlap and the norm
    have hr : √(2 * (1 - Real.exp (-a * d ^ 2 / 2)))
        = d * √(2 * ((1 - Real.exp (-a * d ^ 2 / 2)) / d ^ 2)) := by
      rw [show 2 * (1 - Real.exp (-a * d ^ 2 / 2))
        = d ^ 2 * (2 * ((1 - Real.exp (-a * d ^ 2 / 2)) / d ^ 2)) by field_simp,
        Real.sqrt_mul (sq_nonneg d), Real.sqrt_sq hd.le]
    rw [(normDiff_overlap ha hd).1, hE, hr,
      show √a * d * Real.exp (-a * d ^ 2 / 8) = d * (√a * Real.exp (-a * d ^ 2 / 8)) by ring,
      mul_div_mul_left _ _ hd.ne']
  refine ⟨h1, ?_⟩
  have h2 := (h1.const_mul 2).const_sub 2
  rw [show (2 : ℝ) - 2 * 1 = 0 by norm_num] at h2
  refine h2.congr' ?_
  filter_upwards [self_mem_nhdsWithin] with d hd
  exact (normDiff_overlap ha hd).2.symm

end

end GaussianLinearDependence
```

```lean
#print axioms GaussianLinearDependence.overlapMatrix_eigenvalue_iff
#print axioms GaussianLinearDependence.normDiff_tendsto_p
```

```
'GaussianLinearDependence.overlapMatrix_eigenvalue_iff' depends on axioms: [propext, Classical.choice, Quot.sound]
'GaussianLinearDependence.normDiff_tendsto_p' depends on axioms: [propext, Classical.choice, Quot.sound]
```

`gauss_mul` is the product rule. `cloud_moments` obtains the weight from the Gaussian integral and the mean from parity about the centre; `overlap_gauss` and `overlap_gauss_p` follow from these. `overlap_p_p` integrates the total derivative. Apart from the pointwise identity `gauss_mul`, these lemmas also prove integrability, which `overlap_sub_self` needs to expand a squared difference.

The eigenvalue proof forms the sum and difference of the rows with `linear_combination`, then supplies the vectors `![1, -1]` and `![1, 1]`. `small_eigenvalue_limit` applies `Real.add_one_le_exp` at t and −t for the squeeze. `normDiff_overlap` gives the closed form at fixed d > 0, and `normDiff_tendsto_p` cancels the factor d and passes to the limit.

The direction of approach fixes the sign of u. Take a = 1 and let d rise to 0 through negative values: the two copies exchange places, u changes sign, and the same calculation by hand gives ⟨u, p⟩ → −1 and a squared distance tending to 4. The limit is then −p, which describes the same state as p, so only the statement about functions depends on the direction.
